# In a centrally driven chain, the domain energy error decays twice as fast as the edge amplitude

If a correlation domain is enlarged until the amplitudes at its edge, relative to the largest amplitude, fall below the small relative error allowed in the energy, its radius can end up about twice as large as necessary. This happens in a uniform chain with nearest-neighbour coupling and a source only at its centre: with domain radius L and a decay constant k > 0, the edge amplitude falls off as exp(−kL), but the energy error as exp(−2kL).

In Lean 4 with Mathlib:

```lean
import Mathlib

open Matrix Filter Topology

noncomputable section

namespace LocalCorrelationDomain

/-- The sites `-L, ..., L` of a correlation domain of radius `L`. -/
abbrev Site (L : ℕ) := ↥(Finset.Icc (-(L : ℤ)) (L : ℤ))

/-- The central site of the domain. -/
def center (L : ℕ) : Site L := ⟨0, Finset.mem_Icc.mpr ⟨by omega, by omega⟩⟩

/-- The outermost site on the right of the domain. -/
def edge (L : ℕ) : Site L := ⟨L, Finset.mem_Icc.mpr ⟨by omega, by omega⟩⟩

/-- The matrix of the amplitude equations: `2 b cosh k` on the diagonal and `-b` between
neighbouring sites. -/
def domainMatrix (b k : ℝ) (L : ℕ) : Matrix (Site L) (Site L) ℝ :=
  Matrix.of fun i j =>
    (if (j : ℤ) = i then 2 * b * Real.cosh k else 0)
      - (if (j : ℤ) = i + 1 then b else 0) - (if (j : ℤ) = i - 1 then b else 0)

/-- A source of strength `v` on the central site. -/
def source (v : ℝ) (L : ℕ) : Site L → ℝ := fun i => if (i : ℤ) = 0 then v else 0

/-- The first-order amplitudes `t = -A⁻¹ s` of the domain, for parameters at which the
matrix `A` is invertible. -/
def amplitude (b k v : ℝ) (L : ℕ) : Site L → ℝ :=
  -((domainMatrix b k L)⁻¹ *ᵥ source v L)

/-- The second-order energy of the domain, the source contracted with the amplitudes. -/
def energy (b k v : ℝ) (L : ℕ) : ℝ := source v L ⬝ᵥ amplitude b k v L

/-- The energy value `-v² / (2 b sinh k)`, for nonzero `b` and `k`. -/
def bulkEnergy (b k v : ℝ) : ℝ := -v ^ 2 / (2 * b * Real.sinh k)

/-- On a profile `f` that vanishes at the two sites just outside the domain, the matrix gives
`2 b cosh k f i - b f (i + 1) - b f (i - 1)` at each site `i` of the domain. -/
theorem domainMatrix_mulVec (b k : ℝ) (L : ℕ) (f : ℤ → ℝ) (hl : f (-(L : ℤ) - 1) = 0)
    (hr : f ((L : ℤ) + 1) = 0) (i : Site L) :
    (domainMatrix b k L *ᵥ fun j => f j) i
      = 2 * b * Real.cosh k * f i - b * f (i + 1) - b * f (i - 1) := by
  have hi := Finset.mem_Icc.mp i.2
  have h1 : (if (i : ℤ) + 1 ∈ Finset.Icc (-(L : ℤ)) (L : ℤ) then b * f (i + 1) else 0)
      = b * f (i + 1) := by
    split_ifs with h
    · rfl
    · have e : (i : ℤ) + 1 = L + 1 := by rw [Finset.mem_Icc] at h; omega
      rw [e, hr, mul_zero]
  have h2 : (if (i : ℤ) - 1 ∈ Finset.Icc (-(L : ℤ)) (L : ℤ) then b * f (i - 1) else 0)
      = b * f (i - 1) := by
    split_ifs with h
    · rfl
    · have e : (i : ℤ) - 1 = -(L : ℤ) - 1 := by rw [Finset.mem_Icc] at h; omega
      rw [e, hl, mul_zero]
  calc _ = ∑ j ∈ Finset.Icc (-(L : ℤ)) (L : ℤ),
        ((if j = (i : ℤ) then 2 * b * Real.cosh k * f j else 0)
          - (if j = (i : ℤ) + 1 then b * f j else 0)
          - (if j = (i : ℤ) - 1 then b * f j else 0)) := by
        rw [← Finset.sum_coe_sort]
        simp only [Matrix.mulVec, dotProduct, domainMatrix, Matrix.of_apply]
        refine Finset.sum_congr rfl fun j _ => ?_
        simp only [sub_mul, ite_mul, zero_mul]
    _ = _ := by
        rw [Finset.sum_sub_distrib, Finset.sum_sub_distrib, Finset.sum_ite_eq',
          Finset.sum_ite_eq', Finset.sum_ite_eq', if_pos i.2, h1, h2]

/-- For `b, k > 0` the amplitude equations of every domain are uniquely solvable: the
determinant of the matrix is nonzero. -/
theorem domainMatrix_det_ne_zero {b k : ℝ} (hb : 0 < b) (hk : 0 < k) (L : ℕ) :
    (domainMatrix b k L).det ≠ 0 := by
  -- the diagonal dominates, since `cosh k > 1`
  apply det_ne_zero_of_sum_row_lt_diag
  intro i
  have hc : 1 < Real.cosh k := Real.one_lt_cosh.mpr hk.ne'
  have n1 : ¬ ((i : ℤ) = i + 1) := by omega
  have n2 : ¬ ((i : ℤ) = i - 1) := by omega
  have hd : domainMatrix b k L i i = 2 * b * Real.cosh k := by
    simp only [domainMatrix, Matrix.of_apply, if_neg n1, if_neg n2, if_true, sub_zero]
  have hsum : ∑ j ∈ Finset.univ.erase i, ‖domainMatrix b k L i j‖ ≤ 2 * b := by
    calc _ ≤ ∑ j ∈ Finset.univ.erase i,
          ((if (j : ℤ) = i + 1 then b else 0) + (if (j : ℤ) = i - 1 then b else 0)) := by
          refine Finset.sum_le_sum fun j hj => ?_
          have hji : ¬ ((j : ℤ) = i) := fun h => Finset.ne_of_mem_erase hj (Subtype.ext h)
          simp only [domainMatrix, Matrix.of_apply, if_neg hji, Real.norm_eq_abs]
          rw [abs_le]
          constructor <;> split_ifs <;> linarith
      _ ≤ ∑ j : Site L,
          ((if (j : ℤ) = i + 1 then b else 0) + (if (j : ℤ) = i - 1 then b else 0)) :=
          Finset.sum_le_sum_of_subset_of_nonneg (Finset.erase_subset _ _)
            (fun j _ _ => by split_ifs <;> linarith)
      _ = ∑ j ∈ Finset.Icc (-(L : ℤ)) (L : ℤ),
          ((if j = (i : ℤ) + 1 then b else 0) + (if j = (i : ℤ) - 1 then b else 0)) :=
          Finset.sum_coe_sort (Finset.Icc (-(L : ℤ)) (L : ℤ)) (fun j =>
            (if j = (i : ℤ) + 1 then b else 0) + (if j = (i : ℤ) - 1 then b else 0))
      _ ≤ 2 * b := by
          simp only [Finset.sum_add_distrib, Finset.sum_ite_eq']
          split_ifs <;> linarith
  rw [hd, Real.norm_of_nonneg (mul_pos (mul_pos two_pos hb) (Real.cosh_pos k)).le]
  nlinarith [mul_pos hb (sub_pos.mpr hc)]

/-- For `b, k > 0` the amplitude on site `j` is
`-v sinh(k(L+1-|j|)) / (2 b sinh k cosh(k(L+1)))`. -/
theorem amplitude_eq {b k : ℝ} (hb : 0 < b) (hk : 0 < k) (v : ℝ) (L : ℕ) (j : Site L) :
    amplitude b k v L j = -v * Real.sinh (k * (L + 1 - |((j : ℤ) : ℝ)|))
      / (2 * b * Real.sinh k * Real.cosh (k * (L + 1))) := by
  have hs : 0 < Real.sinh k := Real.sinh_pos_iff.mpr hk
  have hC := Real.cosh_pos (k * ((L : ℝ) + 1))
  have hL : (0 : ℝ) ≤ L := Nat.cast_nonneg L
  obtain ⟨D, hD⟩ : ∃ D, D = 2 * b * Real.sinh k * Real.cosh (k * ((L : ℝ) + 1)) := ⟨_, rfl⟩
  have hDD : D / D = 1 := div_self (by rw [hD]; positivity)
  obtain ⟨f, hf⟩ : ∃ f : ℤ → ℝ, ∀ n, f n = v * Real.sinh (k * (L + 1 - |(n : ℝ)|)) / D :=
    ⟨_, fun _ => rfl⟩
  have hy : ∀ (n : ℤ) (y : ℝ), k * (L + 1 - |(n : ℝ)|) = y → f n = v * Real.sinh y / D := by
    intro n y h
    rw [hf, h]
  have hl : f (-(L : ℤ) - 1) = 0 := by
    rw [hy _ 0 (by
      push_cast
      rw [abs_of_nonpos (show -(L : ℝ) - 1 ≤ 0 by linarith)]
      ring), Real.sinh_zero, mul_zero, zero_div]
  have hr : f ((L : ℤ) + 1) = 0 := by
    rw [hy _ 0 (by
      push_cast
      rw [abs_of_nonneg (show 0 ≤ (L : ℝ) + 1 by linarith)]
      ring), Real.sinh_zero, mul_zero, zero_div]
  -- the profile solves the driven equation on the left, at the centre and on the right
  have hA : (domainMatrix b k L *ᵥ fun j => f j) = source v L := by
    funext i
    rw [domainMatrix_mulVec b k L f hl hr i]
    simp only [source]
    rcases lt_trichotomy (i : ℤ) 0 with h | h | h
    · have hR : ((i : ℤ) : ℝ) + 1 ≤ 0 := by
        have h' : (i : ℤ) + 1 ≤ 0 := by omega
        exact_mod_cast h'
      rw [if_neg h.ne, hy i (k * (L + 1 + (i : ℤ))) (by
          rw [abs_of_nonpos (show ((i : ℤ) : ℝ) ≤ 0 by linarith)]; ring),
        hy (i + 1) (k * (L + 1 + (i : ℤ)) + k) (by
          push_cast; rw [abs_of_nonpos hR]; ring),
        hy (i - 1) (k * (L + 1 + (i : ℤ)) - k) (by
          push_cast
          rw [abs_of_nonpos (show ((i : ℤ) : ℝ) - 1 ≤ 0 by linarith)]; ring),
        Real.sinh_add, Real.sinh_sub]
      ring
    · rw [if_pos h, h, hy 0 (k * (L + 1)) (by simp),
        hy (0 + 1) (k * (L + 1) - k) (by
          rw [show |((0 + 1 : ℤ) : ℝ)| = 1 by norm_num]; ring),
        hy (0 - 1) (k * (L + 1) - k) (by
          rw [show |((0 - 1 : ℤ) : ℝ)| = 1 by norm_num]; ring),
        Real.sinh_sub]
      linear_combination v * hDD - (v / D) * hD
    · have hR : 0 ≤ ((i : ℤ) : ℝ) - 1 := by
        have h' : 0 ≤ (i : ℤ) - 1 := by omega
        exact_mod_cast h'
      rw [if_neg h.ne', hy i (k * (L + 1 - (i : ℤ))) (by
          rw [abs_of_nonneg (show 0 ≤ ((i : ℤ) : ℝ) by linarith)]),
        hy (i + 1) (k * (L + 1 - (i : ℤ)) - k) (by
          push_cast
          rw [abs_of_nonneg (show 0 ≤ ((i : ℤ) : ℝ) + 1 by linarith)]; ring),
        hy (i - 1) (k * (L + 1 - (i : ℤ)) + k) (by
          push_cast; rw [abs_of_nonneg hR]; ring),
        Real.sinh_add, Real.sinh_sub]
      ring
  have hsol : amplitude b k v L = -(fun j : Site L => f j) := by
    rw [amplitude, ← hA, Matrix.mulVec_mulVec, Matrix.nonsing_inv_mul _
      (isUnit_iff_ne_zero.mpr (domainMatrix_det_ne_zero hb hk L)), Matrix.one_mulVec]
  rw [hsol]
  change -(f (j : ℤ)) = _
  rw [hf, ← hD]
  ring

/-- Contracting the central source of strength `v` with any vector gives `v` times the central
component of the vector. -/
theorem source_dotProduct (v : ℝ) (L : ℕ) (x : Site L → ℝ) :
    source v L ⬝ᵥ x = v * x (center L) := by
  rw [dotProduct, Finset.sum_eq_single (center L)]
  · simp [source, center]
  · intro j _ hj
    have h0 : ¬ ((j : ℤ) = 0) := fun h => hj (Subtype.ext h)
    simp only [source, if_neg h0, zero_mul]
  · intro h
    exact absurd (Finset.mem_univ _) h

/-- For `b, k > 0` the second-order energy of the domain is
`-v² tanh(k(L+1)) / (2 b sinh k)`. -/
theorem energy_eq {b k : ℝ} (hb : 0 < b) (hk : 0 < k) (v : ℝ) (L : ℕ) :
    energy b k v L = -(v ^ 2 * Real.tanh (k * (L + 1)) / (2 * b * Real.sinh k)) := by
  have h0 : (((center L : Site L) : ℤ) : ℝ) = 0 := by simp [center]
  rw [energy, source_dotProduct, amplitude_eq hb hk, h0, abs_zero, sub_zero,
    Real.tanh_eq_sinh_div_cosh]
  ring

/-- For `b, k > 0` the central entry of the inverse matrix is
`tanh(k(L+1)) / (2 b sinh k)`. -/
theorem inverse_center {b k : ℝ} (hb : 0 < b) (hk : 0 < k) (L : ℕ) :
    (domainMatrix b k L)⁻¹ (center L) (center L)
      = Real.tanh (k * (L + 1)) / (2 * b * Real.sinh k) := by
  have h : amplitude b k 1 L (center L)
      = -((domainMatrix b k L)⁻¹ (center L) (center L)) := by
    change -((domainMatrix b k L)⁻¹ (center L) ⬝ᵥ source 1 L) = _
    rw [dotProduct_comm, source_dotProduct, one_mul]
  have e := energy_eq hb hk 1 L
  rw [energy, source_dotProduct, h] at e
  linear_combination -e

/-- For `b, k > 0` the amplitude on the edge of the domain is `-v / (2 b cosh(k(L+1)))`. -/
theorem edge_amplitude {b k : ℝ} (hb : 0 < b) (hk : 0 < k) (v : ℝ) (L : ℕ) :
    amplitude b k v L (edge L) = -v / (2 * b * Real.cosh (k * (L + 1))) := by
  have hs : 0 < Real.sinh k := Real.sinh_pos_iff.mpr hk
  have hC := Real.cosh_pos (k * ((L : ℝ) + 1))
  have h0 : (((edge L : Site L) : ℤ) : ℝ) = L := by simp [edge]
  rw [amplitude_eq hb hk, h0, abs_of_nonneg (Nat.cast_nonneg L : (0 : ℝ) ≤ L),
    show k * ((L : ℝ) + 1 - L) = k by ring,
    div_eq_div_iff (by positivity) (by positivity)]
  ring

/-- For `b, k > 0` the difference between the domain energy and `bulkEnergy` is the edge
amplitude times `-v exp(-k(L+1)) / sinh k`. -/
theorem energy_error_eq {b k : ℝ} (hb : 0 < b) (hk : 0 < k) (v : ℝ) (L : ℕ) :
    energy b k v L - bulkEnergy b k v
      = -v * Real.exp (-(k * (L + 1))) / Real.sinh k * amplitude b k v L (edge L) := by
  have hCC : Real.cosh (k * ((L : ℝ) + 1)) / Real.cosh (k * ((L : ℝ) + 1)) = 1 :=
    div_self (Real.cosh_pos _).ne'
  rw [energy_eq hb hk, edge_amplitude hb hk, bulkEnergy, Real.tanh_eq_sinh_div_cosh,
    ← Real.cosh_sub_sinh]
  linear_combination -(v ^ 2 / (2 * b * Real.sinh k)) * hCC

/-- For `b, k > 0` and growing domain radius `L`, the energy converges to `bulkEnergy`. Its error
times `exp(2kL)` and the edge amplitude times `exp(kL)` both tend to the stated constants. -/
theorem domain_convergence {b k : ℝ} (hb : 0 < b) (hk : 0 < k) (v : ℝ) :
    Tendsto (fun L : ℕ => energy b k v L) atTop (𝓝 (bulkEnergy b k v)) ∧
    Tendsto (fun L : ℕ => Real.exp (2 * k * L) * (energy b k v L - bulkEnergy b k v)) atTop
      (𝓝 (v ^ 2 * Real.exp (-2 * k) / (b * Real.sinh k))) ∧
    Tendsto (fun L : ℕ => Real.exp (k * L) * amplitude b k v L (edge L)) atTop
      (𝓝 (-v * Real.exp (-k) / b)) := by
  have hx : Tendsto (fun L : ℕ => k * ((L : ℝ) + 1)) atTop atTop :=
    (tendsto_atTop_add_const_right _ 1 tendsto_natCast_atTop_atTop).const_mul_atTop hk
  have h0 : Tendsto (fun L : ℕ => Real.exp (-(k * ((L : ℝ) + 1)))) atTop (𝓝 0) :=
    Real.tendsto_exp_neg_atTop_nhds_zero.comp hx
  have he : ∀ x : ℝ, Real.exp x * Real.exp (-x) = 1 := fun x => by
    rw [← Real.exp_add, add_neg_cancel, Real.exp_zero]
  -- the common factor `exp x / (2 cosh x)` tends to one
  have hr : Tendsto (fun L : ℕ => Real.exp (k * ((L : ℝ) + 1))
      / (2 * Real.cosh (k * ((L : ℝ) + 1)))) atTop (𝓝 1) := by
    have h1 : Tendsto (fun L : ℕ => 1 / (1 + Real.exp (-(k * ((L : ℝ) + 1))) ^ 2)) atTop
        (𝓝 (1 / (1 + 0 ^ 2))) :=
      tendsto_const_nhds.div (tendsto_const_nhds.add (h0.pow 2)) (by norm_num)
    rw [show (1 : ℝ) / (1 + 0 ^ 2) = 1 by norm_num] at h1
    refine h1.congr fun L => ?_
    rw [Real.cosh_eq, div_eq_div_iff (by positivity) (by positivity)]
    linear_combination -Real.exp (-(k * ((L : ℝ) + 1))) * he (k * ((L : ℝ) + 1))
  refine ⟨?_, ?_, ?_⟩
  · have t := ((((h0.pow 2).mul hr).const_mul (v ^ 2 / (b * Real.sinh k))).const_add
      (bulkEnergy b k v))
    rw [show bulkEnergy b k v + v ^ 2 / (b * Real.sinh k) * (0 ^ 2 * 1)
      = bulkEnergy b k v by ring] at t
    refine t.congr fun L => ?_
    have e := energy_error_eq hb hk v L
    rw [edge_amplitude hb hk] at e
    linear_combination -e + v ^ 2 * Real.exp (-(k * ((L : ℝ) + 1)))
      / (2 * b * Real.sinh k * Real.cosh (k * ((L : ℝ) + 1))) * he (k * ((L : ℝ) + 1))
  · have t := hr.const_mul (v ^ 2 * Real.exp (-2 * k) / (b * Real.sinh k))
    rw [mul_one] at t
    refine t.congr fun L => ?_
    have e := energy_error_eq hb hk v L
    rw [edge_amplitude hb hk] at e
    have hg : Real.exp (2 * k * L) * Real.exp (-(k * ((L : ℝ) + 1)))
        = Real.exp (-2 * k) * Real.exp (k * ((L : ℝ) + 1)) := by
      rw [← Real.exp_add, ← Real.exp_add]
      congr 1
      ring
    linear_combination -Real.exp (2 * k * L) * e
      - v ^ 2 / (2 * b * Real.sinh k * Real.cosh (k * ((L : ℝ) + 1))) * hg
  · have t := hr.const_mul (-v * Real.exp (-k) / b)
    rw [mul_one] at t
    refine t.congr fun L => ?_
    have hg : Real.exp (k * L) = Real.exp (-k) * Real.exp (k * ((L : ℝ) + 1)) := by
      rw [← Real.exp_add]
      congr 1
      ring
    rw [edge_amplitude hb hk]
    linear_combination v / (2 * b * Real.cosh (k * ((L : ℝ) + 1))) * hg

end LocalCorrelationDomain
```

```lean
#print axioms LocalCorrelationDomain.inverse_center
-- 'LocalCorrelationDomain.inverse_center' depends on axioms: [propext, Classical.choice, Quot.sound]
#print axioms LocalCorrelationDomain.energy_error_eq
-- 'LocalCorrelationDomain.energy_error_eq' depends on axioms: [propext, Classical.choice, Quot.sound]
#print axioms LocalCorrelationDomain.domain_convergence
-- 'LocalCorrelationDomain.domain_convergence' depends on axioms: [propext, Classical.choice, Quot.sound]
```

## Amplitudes and energy on a finite domain

Local correlation methods let an electron pair excite only into orbitals near it. The energy missed by this restriction depends on the size of the domain. Here the domain is the set of integers from −L to L, the type `Site L`, and each site carries one real amplitude. Write A for `domainMatrix b k L`, s for `source v L` and t for `amplitude b k v L`. When A is invertible, the definitions say

A t + s = 0, E_L = s·t,

where s has the value v at site 0 and vanishes elsewhere. Spin factors are left out.

The diagonal entry 2b cosh k stands for an excitation energy, and the neighbour entry −b for the coupling between adjacent localised orbitals. The hypotheses b > 0 and k > 0 make the excitation energy larger than 2b, as in a system with a gap. The letter k is an inverse decay length, not a wave number.

`inverse_center` gives the central entry of A⁻¹ as tanh(k(L+1))/(2b sinh k). `domain_convergence` states three limits as L grows:

E_L → E_∞ = −v²/(2b sinh k)
exp(2kL)(E_L − E_∞) → v² exp(−2k)/(b sinh k)
exp(kL) t_L → −v exp(−k)/b

Here t_L is the amplitude at `edge L`, the rightmost site. For v ≠ 0 the last two constants are nonzero, so they fix the decay rates. `bulkEnergy` is defined by the formula for E_∞ and identified as the limit of the domain energies; no infinite matrix is introduced.

The chain is a model with one orbital index per amplitude, whereas the double-excitation amplitudes of a real electron pair carry two. Amplitude equations of real molecules have varying couplings in three dimensions and sources that spread over many orbitals, and the theorems here don't establish the factor of two for them.

## One more shell of orbitals

In a local second-order calculation, one selects the orbitals of a domain, solves the linear equations for the amplitudes there, and contracts them with the integrals to get the pair energy. Take b = v = 1 and exp(k) = 2, so that the diagonal is 2.5. Going from L = 3 to L = 4 changes the edge amplitude from −0.0623 to −0.0312, while the energy error drops from 0.0052 to 0.0013. One more site on each side roughly halves the first and quarters the second.

## The sinh profile and the second exponential

Put x = k(L+1) and f_j = sinh(k(L+1−|j|)), which vanishes at j = ±(L+1). The missing neighbours of the edge sites can therefore be included at no cost, and `domainMatrix_mulVec` gives

(A f)_j = 2b cosh k f_j − b f_{j+1} − b f_{j−1}.

Away from the centre this is zero, because sinh(y+k) + sinh(y−k) = 2 sinh y cosh k. At the centre both neighbours equal sinh(x−k), and the result is

2b cosh k sinh x − 2b sinh(x−k) = 2b sinh k cosh x.

In `amplitude_eq`, `lt_trichotomy` separates the left side, the centre and the right side, and the addition formulas settle each case. Since cosh k > 1, the diagonal exceeds the sum of the other absolute values in its row, so A is invertible (`domainMatrix_det_ne_zero`) and the solution is unique:

t_j = −v f_j/(2b sinh k cosh x).

`source_dotProduct` reduces the energy to v t_0, hence

E_L = −v² tanh x/(2b sinh k).

Setting v = 1 gives the central entry of A⁻¹ as −t_0. At the edge f_L = sinh k, so t_L = −v/(2b cosh x).

With cosh x − sinh x = exp(−x), the error becomes

E_L − E_∞ = v²(1 − tanh x)/(2b sinh k)
= v² exp(−x)/(2b sinh k cosh x)
= [−v exp(−x)/sinh k] t_L.

This is `energy_error_eq`: the edge amplitude already carries one decaying exponential, and the bracket supplies the second.

For the limits, let r = exp(x)/(2 cosh x) = 1/(1 + exp(−2x)), which tends to 1; this limit is `hr` in the proof of `domain_convergence`. Then

t_L = −v exp(−x) r/b
E_L − E_∞ = v² exp(−2x) r/(b sinh k).

The second line gives E_L → E_∞. Multiplying the first by exp(kL) and the second by exp(2kL) leaves the stated constants times r. The `linear_combination` steps carry out this algebra.
